# Moments of the nearest-neighbour square-lattice band are exact on a uniform N × N mesh for powers below N

Sample the nearest-neighbour band of the square lattice on a $2\times2$ momentum mesh that contains the zone centre. In units of the hopping the energies are $4, 0, 0, -4$, and the average of their squares is $8$. The average over the whole Brillouin zone is $4$. The mesh has doubled the second moment of the density of states, and nothing in the four energies gives this away. A bound on the mesh size removes the error altogether.

## Which harmonics a mesh can see

Let $a$ and $b$ be the two components of crystal momentum times the lattice constant, and let

$$\varepsilon(a,b)=2\cos a+2\cos b .$$

For $N\ge1$ and a power $p\ge0$, the mesh average with offset $(a,b)$ is

$$M_{N,p}(a,b)=\frac1{N^2}\sum_{r,s=0}^{N-1}\varepsilon\!\left(a+\tfrac{2\pi r}{N},\,b+\tfrac{2\pi s}{N}\right)^{p}.$$

The claim is that for $p<N$ this equals the Brillouin-zone average at every offset. The common value is $\binom{2n}{n}^2$ for $p=2n$ and zero for odd $p$.

**Expanding the power.** With $u=(a+b)/2$ and $v=(a-b)/2$,

$$\varepsilon=4\cos u\cos v=(e^{iu}+e^{-iu})(e^{iv}+e^{-iv}).$$

Two binomial expansions give

$$\varepsilon^p=\sum_{j,k=0}^{p}\binom pj\binom pk e^{i(2j-p)u}e^{i(2k-p)v}
=\sum_{j,k=0}^{p}\binom pj\binom pk e^{i(j+k-p)a}e^{i(j-k)b}.$$

**Summing over the mesh.** For an integer $m$ put $z=e^{2\pi i m/N}$. Then

$$\sum_{r=0}^{N-1}e^{im(a+2\pi r/N)}=e^{ima}\sum_{r=0}^{N-1}z^r .$$

If $N$ divides $m$, then $z=1$ and the sum is $Ne^{ima}$. Otherwise $z\ne1$ while $z^N=1$, so the geometric sum $(z^N-1)/(z-1)$ vanishes. The mesh average therefore keeps exactly the terms in which $N$ divides both $j+k-p$ and $j-k$.

**Powers below $N$.** Both indices lie between $-p$ and $p$. If $p<N$, the only multiple of $N$ in that range is zero, so $j=k$ and $2j=p$. For $p=2n$ this leaves $j=k=n$, with weight $\binom{2n}{n}^2$. For odd $p$ nothing is left. The integral over the zone also keeps only the term with both indices zero, so the two averages agree.

**The first failure.** At $p=N=2n>0$ the indices may also equal $\pm N$. The surviving pairs $(j,k)$ are $(n,n)$ and the four corners $(0,0)$, $(N,N)$, $(0,N)$, $(N,0)$, each corner with weight one. Hence

$$M_{N,N}(a,b)=\binom{2n}{n}^2+2\cos Na+2\cos Nb .$$

For $N=2$ and zero offset this is $4+2+2=8$, the value found at the start. So the condition $2n<N$ can't be relaxed to $2n\le N$ for all offsets, although particular offsets, such as $a=\pi/N$, $b=0$, make the two cosines cancel.

There is a picture behind these numbers. Each factor of $\varepsilon$ is a hop to one of four neighbours, and $\binom{2n}{n}^2$ counts the closed walks of $2n$ hops on the infinite lattice. The mesh with zero offset corresponds to a periodic $N\times N$ cluster, where a straight walk of $N$ hops also closes. For $N=2$ the hops to the left and to the right reach the same site, but they still count as different hops, and likewise for up and down. An offset $(a,b)$ gives the four such walks the phases $e^{\pm iNa}$ and $e^{\pm iNb}$, which add up to the two cosine terms. The theorems below speak of averages and binomials, and the walks are an interpretation of them.

For non-interacting electrons in this one band, the result gives a mesh size that is sufficient for a chosen moment of the density of states to carry no sampling error. Passing from moments to the energy of the occupied states is a further step: a Fermi function or a smeared step is not a polynomial in the energy, and its mesh error is not controlled here.

## The band and its two averages in Lean

```lean
import Mathlib

open Finset

namespace SquareLatticeMesh

noncomputable section
```

The band has unit hopping, a single orbital per site and a positive sign. For the common convention $-2t(\cos a+\cos b)$ the $p$-th moment is multiplied by $(-t)^p$.

```lean
/-- The square-lattice s-band in units of the hopping, at crystal momentum `(a, b)`. -/
def band (a b : ℝ) : ℝ := 2 * Real.cos a + 2 * Real.cos b
```

`meshMoment N p a b` is $M_{N,p}(a,b)$. The letters `a` and `b` are dimensionless momenta, not lattice constants, and here they are the offset of the mesh. They range over all real numbers, so meshes containing the zone centre and shifted meshes are treated alike.

```lean
/-- The average of the `p`-th power of the band over a uniform `N × N` mesh
with offset `(a, b)`, for `N ≥ 1`. -/
def meshMoment (N p : ℕ) (a b : ℝ) : ℝ :=
  (∑ r ∈ range N, ∑ s ∈ range N,
    band (a + 2 * Real.pi * r / N) (b + 2 * Real.pi * s / N) ^ p) / (N : ℝ) ^ 2
```

The exact average integrates over $[0,2\pi]^2$, which by periodicity is equivalent to the usual zone $[-\pi,\pi]^2$.

```lean
/-- The average of the `p`-th power of the band over the whole Brillouin zone. -/
def bzMoment (p : ℕ) : ℝ :=
  (∫ a in (0 : ℝ)..(2 * Real.pi), ∫ b in (0 : ℝ)..(2 * Real.pi), band a b ^ p)
    / (2 * Real.pi) ^ 2
```

The harmonics are complex, so the proofs work in `ℂ` and return to real numbers at the end through `Complex.ofReal_injective`.

```lean
/-- The lattice harmonic `exp (i m a)` with integer index `m`. -/
def wave (m : ℤ) (a : ℝ) : ℂ := Complex.exp (m * Complex.I * a)
```

## From the band power to the aliasing formula

The first lemma is the counting argument about multiples. Its `N` is an integer. Writing the multiple as $Nc$, it bounds $c$ between $-1$ and $1$.

```lean
/-- A multiple of `N > 0` lying between `-N` and `N` is `-N`, `0` or `N`. -/
theorem dvd_window {N x : ℤ} (hN : 0 < N) (h : N ∣ x) (h1 : -N ≤ x) (h2 : x ≤ N) :
    x = -N ∨ x = 0 ∨ x = N := by
  obtain ⟨c, rfl⟩ := h
  have c1 : c ≤ 1 := by
    by_contra hc
    have : 2 ≤ c := by omega
    nlinarith
  have c2 : -1 ≤ c := by
    by_contra hc
    have : c ≤ -2 := by omega
    nlinarith
  have c3 : c = -1 ∨ c = 0 ∨ c = 1 := by omega
  rcases c3 with rfl | rfl | rfl <;> simp
```

`band_pow` is the double binomial expansion. A pair `q` carries $j$ as `q.1` and $k$ as `q.2`. The step `h` is the factorisation in $u$ and $v$, the two uses of `add_pow` are the binomial theorem, and `key` collects the exponents into $j+k-p$ and $j-k$.

```lean
/-- Every power of the band is a finite sum of lattice harmonics, weighted by
products of two binomial coefficients. -/
theorem band_pow (p : ℕ) (a b : ℝ) :
    (band a b : ℂ) ^ p = ∑ q ∈ range (p + 1) ×ˢ range (p + 1),
      ((p.choose q.1 : ℂ) * p.choose q.2) *
        (wave ((q.1 : ℤ) + q.2 - p) a * wave ((q.1 : ℤ) - q.2) b) := by
  -- half-sum and half-difference of the momenta factorise the band
  have h : (band a b : ℂ) =
      (Complex.exp (((a : ℂ) + b) / 2 * Complex.I)
        + Complex.exp (-(((a : ℂ) + b) / 2 * Complex.I))) *
      (Complex.exp (((a : ℂ) - b) / 2 * Complex.I)
        + Complex.exp (-(((a : ℂ) - b) / 2 * Complex.I))) := by
    simp only [band, add_mul, mul_add, ← Complex.exp_add]
    push_cast
    simp only [Complex.cos]
    ring_nf
  rw [h, mul_pow, add_pow, add_pow, Finset.sum_mul_sum, ← Finset.sum_product']
  refine Finset.sum_congr rfl ?_
  rintro ⟨j, k⟩ hq
  simp only [mem_product, mem_range] at hq
  have hj : j ≤ p := by omega
  have hk : k ≤ p := by omega
  have key : Complex.exp (((a : ℂ) + b) / 2 * Complex.I) ^ j
        * Complex.exp (-(((a : ℂ) + b) / 2 * Complex.I)) ^ (p - j)
        * (Complex.exp (((a : ℂ) - b) / 2 * Complex.I) ^ k
        * Complex.exp (-(((a : ℂ) - b) / 2 * Complex.I)) ^ (p - k))
      = wave ((j : ℤ) + k - p) a * wave ((j : ℤ) - k) b := by
    simp only [wave, ← Complex.exp_nat_mul, ← Complex.exp_add]
    congr 1
    push_cast [Nat.cast_sub hj, Nat.cast_sub hk]
    ring
  linear_combination ((p.choose j : ℂ) * p.choose k) * key
```

`mesh_wave` is the geometric sum. The two branches of `split_ifs` are the cases $N\mid m$, where $z=1$, and $N\nmid m$, where `geom_sum_mul` gives $(\sum_r z^r)(z-1)=z^N-1=0$ with $z\neq1$.

```lean
/-- Summed over a mesh of `N ≥ 1` points, a harmonic survives exactly when its
index is a multiple of `N`. -/
theorem mesh_wave {N : ℕ} (hN : 0 < N) (m : ℤ) (a : ℝ) :
    ∑ r ∈ range N, wave m (a + 2 * Real.pi * r / N)
      = if (N : ℤ) ∣ m then N * wave m a else 0 := by
  have hNc : (N : ℂ) ≠ 0 := by exact_mod_cast hN.ne'
  obtain ⟨z, hz⟩ : ∃ z, z = Complex.exp (m * Complex.I * (2 * Real.pi / N)) := ⟨_, rfl⟩
  have hw : ∀ r : ℕ, wave m (a + 2 * Real.pi * r / N) = wave m a * z ^ r := by
    intro r
    simp only [wave, hz, ← Complex.exp_nat_mul, ← Complex.exp_add]
    congr 1
    push_cast
    ring
  simp only [hw, ← Finset.mul_sum]
  split_ifs with h
  · obtain ⟨c, hc⟩ := h
    have z1 : z = 1 := by
      rw [hz, Complex.exp_eq_one_iff]
      refine ⟨c, ?_⟩
      rw [hc]
      push_cast
      field_simp
    simp [z1, mul_comm]
  · have z1 : z ≠ 1 := by
      intro h1
      rw [hz, Complex.exp_eq_one_iff] at h1
      obtain ⟨c, hc⟩ := h1
      have hm : (m : ℂ) = N * c := by
        apply mul_right_cancel₀ Complex.two_pi_I_ne_zero
        calc (m : ℂ) * (2 * Real.pi * Complex.I)
            = N * (m * Complex.I * (2 * Real.pi / N)) := by field_simp
          _ = N * c * (2 * Real.pi * Complex.I) := by rw [hc]; ring
      exact h ⟨c, by exact_mod_cast hm⟩
    have zN : z ^ N = 1 := by
      rw [hz, ← Complex.exp_nat_mul, Complex.exp_eq_one_iff]
      exact ⟨m, by field_simp⟩
    have g := geom_sum_mul z N
    rw [zN, sub_self] at g
    rcases mul_eq_zero.1 g with g | g
    · rw [g, mul_zero]
    · exact absurd (sub_eq_zero.1 g) z1
```

`mesh_aliasing` combines the two. It holds for every power and every $N\ge1$. The step `key` exchanges the sum over harmonics with the sums over mesh points; `mesh_wave` then acts in each direction, and the two factors of $N$ cancel the normalisation.

```lean
/-- Aliasing formula: for `N ≥ 1` the mesh moment collects exactly those harmonics of
the band power whose two indices are both multiples of `N`. -/
theorem mesh_aliasing {N : ℕ} (hN : 0 < N) (p : ℕ) (a b : ℝ) :
    (meshMoment N p a b : ℂ) = ∑ q ∈ range (p + 1) ×ˢ range (p + 1),
      ((p.choose q.1 : ℂ) * p.choose q.2) *
        (if (N : ℤ) ∣ (q.1 : ℤ) + q.2 - p ∧ (N : ℤ) ∣ (q.1 : ℤ) - q.2 then
          wave ((q.1 : ℤ) + q.2 - p) a * wave ((q.1 : ℤ) - q.2) b else 0) := by
  have hNc : (N : ℂ) ≠ 0 := by exact_mod_cast hN.ne'
  have key : ∑ q ∈ range (p + 1) ×ˢ range (p + 1), ((p.choose q.1 : ℂ) * p.choose q.2) *
        ((∑ r ∈ range N, wave ((q.1 : ℤ) + q.2 - p) (a + 2 * Real.pi * r / N)) *
          ∑ s ∈ range N, wave ((q.1 : ℤ) - q.2) (b + 2 * Real.pi * s / N))
      = ∑ r ∈ range N, ∑ s ∈ range N,
        (band (a + 2 * Real.pi * r / N) (b + 2 * Real.pi * s / N) : ℂ) ^ p := by
    simp_rw [band_pow, Finset.sum_mul_sum, Finset.mul_sum]
    exact Finset.sum_comm.trans (Finset.sum_congr rfl fun r _ => Finset.sum_comm)
  simp only [meshMoment, Complex.ofReal_div, Complex.ofReal_sum, Complex.ofReal_pow,
    Complex.ofReal_natCast]
  rw [← key, Finset.sum_div]
  refine Finset.sum_congr rfl fun q _ => ?_
  rw [mesh_wave hN, mesh_wave hN]
  by_cases h1 : (N : ℤ) ∣ (q.1 : ℤ) + q.2 - p
  · by_cases h2 : (N : ℤ) ∣ (q.1 : ℤ) - q.2
    · rw [if_pos h1, if_pos h2, if_pos ⟨h1, h2⟩]
      field_simp
    · have h3 : ¬((N : ℤ) ∣ (q.1 : ℤ) + q.2 - p ∧ (N : ℤ) ∣ (q.1 : ℤ) - q.2) :=
        fun h => h2 h.2
      rw [if_neg h2, if_neg h3]
      simp
  · have h3 : ¬((N : ℤ) ∣ (q.1 : ℤ) + q.2 - p ∧ (N : ℤ) ∣ (q.1 : ℤ) - q.2) :=
      fun h => h1 h.1
    rw [if_neg h1, if_neg h3]
    simp
```

## Even and odd moments below N

In words: if $2n<N$, then for all real offsets the mesh average of the $2n$-th power is $\binom{2n}{n}^2$. The hypothesis already forces $N\ge1$. `Finset.sum_eq_single` isolates the pair $(n,n)$. For any other pair, `dvd_window` is applied to both indices, and `omega` finds that the surviving options contradict $2n<N$ or the choice of pair.

```lean
/-- Main theorem: on an `N × N` mesh with any offset and `N > 2n`, the average of the
`2n`-th power of the band is the squared central binomial coefficient. -/
theorem mesh_moment_even {N n : ℕ} (h : 2 * n < N) (a b : ℝ) :
    meshMoment N (2 * n) a b = ((2 * n).choose n : ℝ) ^ 2 := by
  apply Complex.ofReal_injective
  rw [mesh_aliasing (by omega), Finset.sum_eq_single (n, n)]
  · have e : (n : ℤ) + n - ((2 * n : ℕ) : ℤ) = 0 := by push_cast; ring
    simp only [e, sub_self]
    simp [wave, pow_two]
  · -- any other surviving harmonic would need an index of size at least `N`
    rintro ⟨j, k⟩ hq hne
    simp only [mem_product, mem_range] at hq
    simp only [ne_eq, Prod.mk.injEq] at hne
    dsimp only
    rw [if_neg, mul_zero]
    rintro ⟨h1, h2⟩
    have A := dvd_window (by omega) h1 (by omega) (by omega)
    have B := dvd_window (by omega) h2 (by omega) (by omega)
    omega
  · intro hn
    refine absurd ?_ hn
    simp only [mem_product, mem_range]
    omega
```

For an odd power $2n+1<N$ the same argument leaves no pair at all, because $2j=2n+1$ has no integer solution.

```lean
/-- Odd moments of order below `N` vanish on every offset `N × N` mesh. -/
theorem mesh_moment_odd {N n : ℕ} (h : 2 * n + 1 < N) (a b : ℝ) :
    meshMoment N (2 * n + 1) a b = 0 := by
  apply Complex.ofReal_injective
  rw [mesh_aliasing (by omega), Complex.ofReal_zero]
  refine Finset.sum_eq_zero ?_
  rintro ⟨j, k⟩ hq
  simp only [mem_product, mem_range] at hq
  dsimp only
  rw [if_neg, mul_zero]
  rintro ⟨h1, h2⟩
  have A := dvd_window (by omega) h1 (by omega) (by omega)
  have B := dvd_window (by omega) h2 (by omega) (by omega)
  omega
```

## Agreement with the Brillouin-zone integral

A harmonic integrates to $2\pi$ over a period if its index is zero. Otherwise its antiderivative takes equal values at the two ends.

```lean
/-- The integral of a harmonic over one period is `2π` for index zero and vanishes
otherwise. -/
theorem integral_wave (m : ℤ) :
    ∫ a in (0 : ℝ)..(2 * Real.pi), wave m a = if m = 0 then 2 * (Real.pi : ℂ) else 0 := by
  split_ifs with h
  · simp [wave, h]
  · have hc : (m : ℂ) * Complex.I ≠ 0 :=
      mul_ne_zero (by exact_mod_cast h) Complex.I_ne_zero
    have h1 : Complex.exp (m * Complex.I * ((2 * Real.pi : ℝ) : ℂ)) = 1 :=
      Complex.exp_eq_one_iff.2 ⟨m, by push_cast; ring⟩
    simp only [wave]
    rw [integral_exp_mul_complex hc, h1]
    simp
```

`mesh_eq_bz` states the equality of the two averages for every $p<N$, even or odd. The proof expands the integrand with `band_pow`, moves the integrals inside the finite sum, which continuity permits, and compares term by term with `mesh_aliasing`. If both indices vanish, the two terms agree. If not, the integral gives zero, and `dvd_window` shows that the mesh gives zero too.

```lean
/-- For every power `p < N` the offset `N × N` mesh reproduces the Brillouin-zone
average exactly. -/
theorem mesh_eq_bz {N p : ℕ} (h : p < N) (a b : ℝ) :
    meshMoment N p a b = bzMoment p := by
  have hpi : (Real.pi : ℂ) ≠ 0 := by exact_mod_cast Real.pi_ne_zero
  have inner : ∀ x : ℝ, ∫ y in (0 : ℝ)..(2 * Real.pi), (band x y : ℂ) ^ p
      = ∑ q ∈ range (p + 1) ×ˢ range (p + 1), ((p.choose q.1 : ℂ) * p.choose q.2) *
        (wave ((q.1 : ℤ) + q.2 - p) x *
          ∫ y in (0 : ℝ)..(2 * Real.pi), wave ((q.1 : ℤ) - q.2) y) := by
    intro x
    simp_rw [band_pow]
    rw [intervalIntegral.integral_finsetSum]
    · simp_rw [intervalIntegral.integral_const_mul]
    · intro q _
      exact Continuous.intervalIntegrable (by unfold wave; fun_prop) _ _
  apply Complex.ofReal_injective
  rw [mesh_aliasing (by omega)]
  simp only [bzMoment, Complex.ofReal_div, ← intervalIntegral.integral_ofReal,
    Complex.ofReal_pow, inner]
  rw [intervalIntegral.integral_finsetSum]
  · simp_rw [intervalIntegral.integral_const_mul, intervalIntegral.integral_mul_const]
    rw [Finset.sum_div]
    refine Finset.sum_congr rfl ?_
    rintro ⟨j, k⟩ hq
    simp only [mem_product, mem_range] at hq
    dsimp only
    rw [integral_wave, integral_wave]
    by_cases h0 : (j : ℤ) + k - p = 0 ∧ (j : ℤ) - k = 0
    · rw [h0.1, h0.2]
      simp [wave]
      field_simp
    · rw [if_neg]
      · rcases not_and_or.1 h0 with h1 | h1 <;> simp [h1]
      · rintro ⟨h1, h2⟩
        have A := dvd_window (by omega) h1 (by omega) (by omega)
        have B := dvd_window (by omega) h2 (by omega) (by omega)
        omega
  · intro q _
    exact Continuous.intervalIntegrable (by unfold wave; fun_prop) _ _
```

## The correction at N = 2n

The last theorem covers an even mesh size equal to the power. `Finset.sum_subset` reduces the sum to the centre and four corners of the $(j,k)$ grid. The condition $n>0$ makes these five pairs distinct, so that `sum_insert` can add them one at a time. The corner exponentials then combine into the two cosines.

```lean
/-- When `N = 2n > 0`, the mesh average of the `2n`-th power is the squared central binomial
coefficient plus `2 cos (N a) + 2 cos (N b)`, where `(a, b)` is the offset. -/
theorem mesh_moment_critical {n : ℕ} (hn : 0 < n) (a b : ℝ) :
    meshMoment (2 * n) (2 * n) a b = ((2 * n).choose n : ℝ) ^ 2
      + 2 * Real.cos (2 * n * a) + 2 * Real.cos (2 * n * b) := by
  apply Complex.ofReal_injective
  -- only the centre and the four corners of the harmonic grid survive
  rw [mesh_aliasing (by omega), ← Finset.sum_subset
    (s₁ := {(n, n), (0, 0), (2 * n, 2 * n), (0, 2 * n), (2 * n, 0)})]
  · rw [sum_insert, sum_insert, sum_insert, sum_insert, sum_singleton]
    · have e : (n : ℤ) + n - ((2 * n : ℕ) : ℤ) = 0 := by push_cast; ring
      simp only [e, Nat.choose_self, Nat.choose_zero_right, Nat.cast_zero, Nat.cast_one,
        zero_add, add_zero, sub_self, zero_sub, sub_zero, add_sub_cancel_right, dvd_zero,
        dvd_neg, dvd_refl, and_self, if_true, one_mul, wave, Int.cast_zero, zero_mul,
        Complex.exp_zero, mul_one]
      push_cast
      simp only [Complex.cos]
      ring_nf
    all_goals
      simp only [mem_insert, mem_singleton, Prod.mk.injEq]
      omega
  · rintro ⟨j, k⟩ hq
    simp only [mem_insert, mem_singleton, Prod.mk.injEq] at hq
    simp only [mem_product, mem_range]
    omega
  · rintro ⟨j, k⟩ hq hS
    simp only [mem_product, mem_range] at hq
    simp only [mem_insert, mem_singleton, Prod.mk.injEq] at hS
    dsimp only
    rw [if_neg, mul_zero]
    rintro ⟨h1, h2⟩
    have A := dvd_window (by omega) h1 (by omega) (by omega)
    have B := dvd_window (by omega) h2 (by omega) (by omega)
    omega

end

end SquareLatticeMesh
```

```lean
#print axioms SquareLatticeMesh.mesh_moment_even
#print axioms SquareLatticeMesh.mesh_moment_odd
#print axioms SquareLatticeMesh.mesh_eq_bz
#print axioms SquareLatticeMesh.mesh_moment_critical
```

```
'SquareLatticeMesh.mesh_moment_even' depends on axioms: [propext, Classical.choice, Quot.sound]
'SquareLatticeMesh.mesh_moment_odd' depends on axioms: [propext, Classical.choice, Quot.sound]
'SquareLatticeMesh.mesh_eq_bz' depends on axioms: [propext, Classical.choice, Quot.sound]
'SquareLatticeMesh.mesh_moment_critical' depends on axioms: [propext, Classical.choice, Quot.sound]
```
